# When a Matrix Is a Commutator with a Hermitian Hamiltonian

A system with Hamiltonian $H$ is weakly perturbed, so that its Hamiltonian becomes $H+\lambda V$ with a small real $\lambda$. One would like to remove the perturbation to first order by a change of basis. Rotating with $e^{\lambda S}$ gives

$$e^{\lambda S}(H+\lambda V)e^{-\lambda S}=H+\lambda\,(V-[H,S])+O(\lambda^2),$$

so the task is to find $S$ with $[H,S]=V$. The first step of a Schrieffer–Wolff transformation solves this equation for the part of the perturbation that couples different groups of levels. The same equation, with a general right-hand side $C$, asks which operators are commutators with the Hamiltonian: given $H$ and $C$, is there an $A$ with $HA-AH=C$?

Here $H$, $A$ and $C$ are square complex matrices over a finite index type `n`, which labels an orthonormal basis. The step from such a matrix to an operator on an infinite-dimensional space, with its domains and possibly a continuous spectrum, is left open.

```lean
import Mathlib

open scoped Matrix ComplexOrder

namespace CommutatorEquation

noncomputable section

variable {n : Type*} [Fintype n] [DecidableEq n]
```

States are vectors `n → ℂ`, not necessarily normalised. The expression `star u ⬝ᵥ (C *ᵥ v)` is the matrix element $u^\dagger Cv$, also written $\langle u,Cv\rangle$. Call $C$ *decoupled* with respect to $H$ if $u^\dagger Cv=0$ whenever $Hu=Eu$ and $Hv=Ev$ with the same number $E$. The name is local to this sheet, and it demands more than it may suggest: the case $u=v$ is included, so the expectation value of $C$ in every eigenstate must vanish even when no level is degenerate. The definition allows complex $E$ and zero vectors. Neither changes its content for Hermitian $H$.

```lean
/-- The operator `C` has no matrix element between eigenvectors of `H` that share the same
eigenvalue. -/
def Decoupled (H C : Matrix n n ℂ) : Prop :=
  ∀ (E : ℂ) (u v : n → ℂ), H *ᵥ u = E • u → H *ᵥ v = E • v → star u ⬝ᵥ (C *ᵥ v) = 0
```

Two constructions use a list of real energies $E_i$, one for each index, and a matrix $M$. The secular part $P$ keeps the elements of $M$ between equal energies:

$$P_{ij}=\begin{cases}M_{ij}&E_i=E_j\\0&E_i\neq E_j.\end{cases}$$

```lean
/-- The secular part of a matrix `M` for levels `E`: only the elements between levels of equal
energy are kept. -/
def secularPart (E : n → ℝ) (M : Matrix n n ℂ) : Matrix n n ℂ :=
  Matrix.of fun i j => if E i = E j then M i j else 0
```

The gap quotient $X$ treats the remaining elements:

$$X_{ij}=\begin{cases}0&E_i=E_j\\M_{ij}/(E_i-E_j)&E_i\neq E_j.\end{cases}$$

```lean
/-- The elements of `M` divided by the energy gaps `E i - E j` where the energies differ, and
zero between levels of equal energy. -/
def gapQuotient (E : n → ℝ) (M : Matrix n n ℂ) : Matrix n n ℂ :=
  Matrix.of fun i j => if E i = E j then 0 else M i j / ((E i : ℂ) - (E j : ℂ))
```

Throughout, $D$ is the diagonal matrix with entries $E_i$.

## (a) The secular part and the energies

Show that the secular part is conserved under the diagonal Hamiltonian:

$$DP=PD.$$

Multiplication by $D$ from the left scales rows, and from the right it scales columns, so

$$(DP)_{ij}=E_iP_{ij},\qquad (PD)_{ij}=P_{ij}E_j.$$

If $E_i=E_j$, the two agree. If $E_i\ne E_j$, then $P_{ij}=0$ and both vanish. In Lean, `ext i j` passes to matrix elements and `by_cases` separates the two cases.

```lean
/-- The secular part commutes with the diagonal matrix of the energies. -/
theorem secularPart_commutes (E : n → ℝ) (M : Matrix n n ℂ) :
    Matrix.diagonal (fun i => (E i : ℂ)) * secularPart E M =
      secularPart E M * Matrix.diagonal (fun i => (E i : ℂ)) := by
  ext i j
  rw [Matrix.diagonal_mul, Matrix.mul_diagonal]
  by_cases h : E i = E j <;> simp [secularPart, h, mul_comm]
```

## (b) Dividing by the energy gaps

Show that the gap quotient solves the commutator equation for $D$ up to the secular part:

$$DX-XD=M-P.$$

The element $(i,j)$ of the left side is $(E_i-E_j)X_{ij}$. For equal energies it is zero, and so is $M_{ij}-P_{ij}=M_{ij}-M_{ij}$. For different energies the gap cancels:

$$(E_i-E_j)\,\frac{M_{ij}}{E_i-E_j}=M_{ij}=M_{ij}-P_{ij}.$$

The proof has the same two cases. In the second, `hne` records that the gap is nonzero as a complex number, and `div_mul_cancel₀` performs the cancellation.

```lean
/-- For a diagonal Hamiltonian, the commutator with the gap quotient of `M` gives back `M` without
its secular part. -/
theorem diagonal_commutator (E : n → ℝ) (M : Matrix n n ℂ) :
    Matrix.diagonal (fun i => (E i : ℂ)) * gapQuotient E M -
      gapQuotient E M * Matrix.diagonal (fun i => (E i : ℂ)) = M - secularPart E M := by
  ext i j
  simp only [Matrix.sub_apply, Matrix.diagonal_mul, Matrix.mul_diagonal, gapQuotient,
    secularPart, Matrix.of_apply]
  by_cases h : E i = E j
  · simp [h]
  · have hne : (E i : ℂ) - (E j : ℂ) ≠ 0 := sub_ne_zero.mpr (by exact_mod_cast h)
    simp only [if_neg h, sub_zero]
    linear_combination div_mul_cancel₀ (M i j) hne
```

## (c) A unitary frame of eigenvectors

For Hermitian $H$, show that there are a matrix $U$ and real energies $E_j$ with

$$U^\dagger U=UU^\dagger=1,\qquad HU=UD.$$

By the spectral theorem, $H$ has an orthonormal basis of eigenvectors $u^{(j)}$ with real eigenvalues $E_j$. Put them into the columns, $U_{ij}=u^{(j)}_i$. Orthonormality gives $U^\dagger U=1$, and $UU^\dagger=1$ follows because $U$ is square. Column by column,

$$(HU)_{ij}=(Hu^{(j)})_i=E_ju^{(j)}_i=(UD)_{ij}.$$

The spectral theorem is taken from Mathlib, which supplies `eigenvectorUnitary` and `eigenvalues`. What remains is to turn its eigenvector equation into the matrix equation. For matrices, `star U` is $U^\dagger$.

```lean
/-- A Hermitian matrix has a unitary matrix `U` of eigenvectors with real eigenvalues `E`. -/
theorem exists_eigenframe {H : Matrix n n ℂ} (hH : H.IsHermitian) :
    ∃ (U : Matrix n n ℂ) (E : n → ℝ), star U * U = 1 ∧ U * star U = 1 ∧
      H * U = U * Matrix.diagonal (fun i => (E i : ℂ)) := by
  refine ⟨hH.eigenvectorUnitary, hH.eigenvalues, Unitary.coe_star_mul_self _,
    Unitary.coe_mul_star_self _, ?_⟩
  ext i j
  have h := congrFun (hH.mulVec_eigenvectorBasis j) i
  simp only [Matrix.mulVec, dotProduct, Pi.smul_apply, Complex.real_smul] at h
  rw [Matrix.mul_diagonal]
  simp only [Matrix.mul_apply, hH.eigenvectorUnitary_apply]
  linear_combination h
```

## (d) Splitting off a conserved remainder

For Hermitian $H$ and any $C$, show that there are $A$ and $B$ with

$$HB=BH,\qquad HA-AH=C-B.$$

Take $U$ and $D$ from (c), write $C$ in the eigenframe as $M=U^\dagger CU$, and form $P$ and $X$ from this $M$. Then set

$$A=UXU^\dagger,\qquad B=UPU^\dagger.$$

From $HU=UD$ follows $H=UDU^\dagger$. Products transform as $(UYU^\dagger)(UZU^\dagger)=UYZU^\dagger$, because $U^\dagger U=1$. Hence by (a)

$$HB=UDPU^\dagger=UPDU^\dagger=BH,$$

and by (b)

$$HA-AH=U(DX-XD)U^\dagger=U(U^\dagger CU-P)U^\dagger=C-B.$$

In the code, `hP` and `hX` are the results of (a) and (b), and `conj` is the product rule. The `generalize` lines replace the explicit matrices by the letters $P$, $X$ and $D$, since only their relations matter from there on.

```lean
/-- For Hermitian `H`, every operator `C` is a commutator with `H` plus an operator `B` that
commutes with `H`. -/
theorem exists_splitting {H : Matrix n n ℂ} (hH : H.IsHermitian) (C : Matrix n n ℂ) :
    ∃ A B : Matrix n n ℂ, H * B = B * H ∧ H * A - A * H = C - B := by
  obtain ⟨U, E, h1, h2, hHU⟩ := exists_eigenframe hH
  -- solve the equation in the eigenframe, up to the secular part
  have hP := secularPart_commutes E (star U * C * U)
  have hX := diagonal_commutator E (star U * C * U)
  generalize secularPart E (star U * C * U) = P at hP hX
  generalize gapQuotient E (star U * C * U) = X at hX
  generalize Matrix.diagonal (fun i => (E i : ℂ)) = D at hHU hP hX
  have hD : H = U * D * star U := by rw [← hHU, mul_assoc, h2, mul_one]
  have conj : ∀ Y Z : Matrix n n ℂ,
      (U * Y * star U) * (U * Z * star U) = U * (Y * Z) * star U := by
    intro Y Z
    calc (U * Y * star U) * (U * Z * star U)
        = U * Y * (star U * U) * Z * star U := by noncomm_ring
      _ = U * (Y * Z) * star U := by rw [h1]; noncomm_ring
  -- transform back to the original basis
  refine ⟨U * X * star U, U * P * star U, ?_, ?_⟩
  · rw [hD, conj, conj, hP]
  · rw [hD, conj, conj]
    calc U * (D * X) * star U - U * (X * D) * star U
        = U * (D * X - X * D) * star U := by noncomm_ring
      _ = U * (star U * C * U - P) * star U := by rw [hX]
      _ = (U * star U) * C * (U * star U) - U * P * star U := by noncomm_ring
      _ = C - U * P * star U := by rw [h2, one_mul, mul_one]
```

## (e) Conserved and decoupled operators

Let $H$ be Hermitian, let $B$ commute with $H$, and let $B$ be decoupled. Show that

$$B=0.$$

Let $v$ be the $j$-th column of $U$, so $Hv=E_jv$. Then

$$H(Bv)=B(Hv)=E_j\,Bv,$$

so $Bv$ satisfies the eigenvalue equation with the same energy as $v$. The decoupling condition with $u=Bv$ reads

$$(Bv)^\dagger(Bv)=0,$$

which forces $Bv=0$. This holds for every column, so $BU=0$ and $B=BUU^\dagger=0$. The Lean statements `hv` and `hBv` are the two eigenvalue equations, and `dotProduct_star_self_eq_zero` says that a vector of zero norm vanishes.

```lean
/-- For Hermitian `H`, an operator that commutes with `H` and has no matrix element between
eigenvectors of equal energy is zero. -/
theorem eq_zero_of_conserved {H B : Matrix n n ℂ} (hH : H.IsHermitian)
    (hB : H * B = B * H) (h0 : Decoupled H B) : B = 0 := by
  obtain ⟨U, E, -, h2, hHU⟩ := exists_eigenframe hH
  have hBU : B * U = 0 := by
    ext i j
    have hv : H *ᵥ (fun k => U k j) = (E j : ℂ) • (fun k => U k j) := by
      ext k
      change (H * U) k j = (E j : ℂ) * U k j
      rw [hHU, Matrix.mul_diagonal, mul_comm]
    -- `B v` satisfies the eigenvalue equation of `v`, so by `h0` its norm vanishes
    have hBv : H *ᵥ (B *ᵥ (fun k => U k j)) = (E j : ℂ) • (B *ᵥ (fun k => U k j)) := by
      rw [Matrix.mulVec_mulVec, hB, ← Matrix.mulVec_mulVec, hv, Matrix.mulVec_smul]
    exact congrFun (dotProduct_star_self_eq_zero.mp (h0 _ _ _ hBv hv)) i
  calc B = B * U * star U := by rw [mul_assoc, h2, mul_one]
    _ = 0 := by rw [hBU, zero_mul]
```

## (f) The solvability criterion

For Hermitian $H$ and any $C$, show that

$$\exists A:\ HA-AH=C\quad\Longleftrightarrow\quad u^\dagger Cv=0\ \text{ whenever } Hu=Eu,\ Hv=Ev.$$

Suppose first that $C=HA-AH$. Since $H$ is Hermitian, $u^\dagger H=(Hu)^\dagger=E^*u^\dagger$. If $u=0$, there is nothing to show. Otherwise, evaluating $u^\dagger Hu$ in two ways gives $E\,u^\dagger u=E^*u^\dagger u$, so $E$ is real. Therefore

$$u^\dagger(HA-AH)v=E^*u^\dagger Av-E\,u^\dagger Av=0.$$

For $u=v$ this is the hypervirial theorem for a finite matrix: a commutator with $H$ has zero expectation value in an eigenstate.

Now let $C$ be decoupled. Part (d) gives $A$ and a conserved $B$ with $B=C-(HA-AH)$. Both terms on the right are decoupled, the first by assumption and the second by the direction just shown, so $B$ is decoupled. By (e), $B=0$, and $A$ solves the equation.

In the proof, `fwd` is the first direction. It is stated for an arbitrary matrix `K` because it is used twice, once for $C$ and once for the commutator $HA-AH$. Inside it, `key` is the relation $u^\dagger Hw=E^*u^\dagger w$ for any $w$.

```lean
/-- For Hermitian `H`, the equation `H A - A H = C` has a solution `A` if and only if `C` has no
matrix element between eigenvectors of `H` with the same eigenvalue. -/
theorem commutator_solvable_iff {H : Matrix n n ℂ} (hH : H.IsHermitian) (C : Matrix n n ℂ) :
    (∃ A : Matrix n n ℂ, H * A - A * H = C) ↔ Decoupled H C := by
  have fwd : ∀ K : Matrix n n ℂ, (∃ A : Matrix n n ℂ, H * A - A * H = K) → Decoupled H K := by
    rintro K ⟨A, rfl⟩ E u v hu hv
    have key : ∀ w : n → ℂ, star u ⬝ᵥ (H *ᵥ w) = star E * (star u ⬝ᵥ w) := by
      intro w
      have hl : star u ᵥ* H = star E • star u := by
        rw [← star_smul, ← hu, Matrix.star_mulVec, hH.eq]
      rw [Matrix.dotProduct_mulVec, hl, smul_dotProduct, smul_eq_mul]
    by_cases hu0 : u = 0
    · simp [hu0]
    -- the eigenvalue of a nonzero eigenvector is real
    have hE := key u
    rw [hu, dotProduct_smul, smul_eq_mul] at hE
    have hreal : E = star E :=
      mul_right_cancel₀ (fun h => hu0 (dotProduct_star_self_eq_zero.mp h)) hE
    rw [Matrix.sub_mulVec, dotProduct_sub, ← Matrix.mulVec_mulVec, ← Matrix.mulVec_mulVec,
      key, hv, Matrix.mulVec_smul, dotProduct_smul, smul_eq_mul, ← hreal, sub_self]
  refine ⟨fwd C, fun hC => ?_⟩
  -- the conserved remainder of `C` is decoupled, hence zero
  obtain ⟨A, B, hB, hA⟩ := exists_splitting hH C
  have hBC : B = C - (H * A - A * H) := by rw [hA, sub_sub_cancel]
  have hB0 : B = 0 := eq_zero_of_conserved hH hB fun E u v hu hv => by
    rw [hBC, Matrix.sub_mulVec, dotProduct_sub, hC E u v hu hv,
      fwd _ ⟨A, rfl⟩ E u v hu hv, sub_zero]
  exact ⟨A, by rw [hA, hB0, sub_zero]⟩
```

## (g) A generator for a unitary rotation

The rotation $e^{\lambda S}$ is unitary for real $\lambda$ if $S^\dagger=-S$. For Hermitian $H$ and $V$, show that this requirement costs nothing:

$$\exists S:\ S^\dagger=-S,\ HS-SH=V\quad\Longleftrightarrow\quad V\text{ is decoupled}.$$

If $S$ exists, (f) shows that $V$ is decoupled. Conversely, (f) provides some $A$ with $HA-AH=V$. Its adjoint is $A^\dagger H-HA^\dagger=V$, that is,

$$HA^\dagger-A^\dagger H=-V.$$

Put $S=\tfrac12(A-A^\dagger)$. Then $S^\dagger=\tfrac12(A^\dagger-A)=-S$, and

$$HS-SH=\tfrac12\big(V-(-V)\big)=V.$$

The adjoint equation is `hA'`, and `module` does the linear algebra with the factor $\tfrac12$.

For a Hamiltonian in a finite basis, this decides whether a perturbation can be removed completely at first order. The criterion involves only matrix elements between eigenvectors of exactly equal energy, including the expectation value in each eigenstate. Nearly equal energies are permitted, but the gap quotient can then be large, and the expansion in $\lambda$ may be of little use.

```lean
/-- For Hermitian `H` and a Hermitian perturbation `V`, an anti-Hermitian generator `S` with
`H S - S H = V` exists if and only if `u† V v = 0` for all eigenvectors `u`, `v` of `H` of equal
energy, the case `u = v` included. -/
theorem antiHermitian_generator_iff {H V : Matrix n n ℂ} (hH : H.IsHermitian)
    (hV : V.IsHermitian) :
    (∃ S : Matrix n n ℂ, Sᴴ = -S ∧ H * S - S * H = V) ↔ Decoupled H V := by
  refine ⟨fun ⟨S, _, hS⟩ => (commutator_solvable_iff hH V).mp ⟨S, hS⟩, fun h => ?_⟩
  obtain ⟨A, hA⟩ := (commutator_solvable_iff hH V).mpr h
  have hA' : H * Aᴴ - Aᴴ * H = -V := by
    have h' := congrArg Matrix.conjTranspose hA
    rw [Matrix.conjTranspose_sub, Matrix.conjTranspose_mul, Matrix.conjTranspose_mul,
      hH.eq, hV.eq] at h'
    rw [← h', neg_sub]
  -- the anti-Hermitian part of any solution is again a solution
  refine ⟨(1 / 2 : ℂ) • (A - Aᴴ), ?_, ?_⟩
  · have h2 : star (1 / 2 : ℂ) = 1 / 2 := by simp
    rw [Matrix.conjTranspose_smul, Matrix.conjTranspose_sub,
      Matrix.conjTranspose_conjTranspose, h2]
    module
  · calc H * ((1 / 2 : ℂ) • (A - Aᴴ)) - ((1 / 2 : ℂ) • (A - Aᴴ)) * H
        = (1 / 2 : ℂ) • ((H * A - A * H) - (H * Aᴴ - Aᴴ * H)) := by
          rw [Matrix.mul_smul, Matrix.smul_mul, mul_sub, sub_mul]
          module
      _ = V := by
          rw [hA, hA']
          module
```

## (h) A non-Hermitian two-level matrix

Number the two levels 0 and 1, and take

$$N=\begin{pmatrix}0&1\\0&0\end{pmatrix},\qquad C=\begin{pmatrix}0&0\\1&0\end{pmatrix}.$$

Show that $C$ is decoupled with respect to $N$, and yet

$$NA-AN\neq C\quad\text{for every }A.$$

The equation $Nu=Eu$ reads $u_1=Eu_0$ and $0=Eu_1$. The second equation gives $E=0$ or $u_1=0$, and if $E=0$ the first gives $u_1=0$ as well. Since $Cv=(0,v_0)$, the matrix element is $u^\dagger Cv=u_1^*v_0=0$.

For the second claim, look at row 1, column 0. Row 1 of $N$ and column 0 of $N$ are both zero, so $(NA-AN)_{10}=0$, whereas $C_{10}=1$.

The criterion of (f) therefore fails for some square matrices, and real eigenvalues alone do not save it, since the only eigenvalue of $N$ is $0$. In Lean, `a0` and `a1` are the two components of the eigenvalue equation, and the last lines compare the element in row 1, column 0.

```lean
/-- Hermiticity of `H` cannot be dropped in `commutator_solvable_iff`: for the 2 × 2 matrix `N`
whose only nonzero entry is a 1 in the upper right corner, the transpose of `N` has no matrix
element between eigenvectors of `N` of equal eigenvalue, yet it is not of the form `N A - A N`. -/
theorem hermiticity_needed :
    Decoupled !![(0 : ℂ), 1; 0, 0] !![(0 : ℂ), 0; 1, 0] ∧
      ¬ ∃ A : Matrix (Fin 2) (Fin 2) ℂ,
        !![(0 : ℂ), 1; 0, 0] * A - A * !![(0 : ℂ), 1; 0, 0] = !![(0 : ℂ), 0; 1, 0] := by
  constructor
  · intro E u v hu _
    have a0 := congrFun hu 0
    have a1 := congrFun hu 1
    simp [Matrix.mulVec, dotProduct, Fin.sum_univ_two] at a0 a1
    have hu1 : u 1 = 0 := by
      rcases a1 with h | h
      · rw [a0, h, zero_mul]
      · exact h
    simp [Matrix.mulVec, dotProduct, Fin.sum_univ_two, hu1]
  · rintro ⟨A, hA⟩
    have h := congrFun (congrFun hA 1) 0
    simp [Matrix.mul_apply, Matrix.vecMul, dotProduct, Fin.sum_univ_two] at h

end

end CommutatorEquation
```

```lean
#print axioms CommutatorEquation.antiHermitian_generator_iff
#print axioms CommutatorEquation.hermiticity_needed
```

```
'CommutatorEquation.antiHermitian_generator_iff' depends on axioms: [propext, Classical.choice, Quot.sound]
'CommutatorEquation.hermiticity_needed' depends on axioms: [propext, Classical.choice, Quot.sound]
```
